# Closed forms for the graph energy of Hückel rings with at least three sites

## The ring, its levels and its energy

Consider a ring of $n$ carbon atoms, each contributing one $p$ orbital to the π system; for even $n$ this is an annulene. The question is how the graph energy of this system, defined below, depends on $n$.

In the Hückel model the $p$ orbitals are treated as orthonormal. Each has energy $\alpha$ before coupling, and orbitals on neighbouring atoms are coupled by $\beta$. All couplings are taken equal and the electrons do not interact. We set $\alpha=0$ and measure energies in units of $\beta$, so the Hückel matrix $A$ has entry 1 between neighbours and 0 elsewhere. Since $\beta$ is negative, positive eigenvalues of $A$ are bonding levels.

The **graph energy** $E$ is the sum of the absolute values of the eigenvalues of $A$, counted with multiplicity. For $n\ge 3$,

$$E=\begin{cases}4\cot(\pi/n), & 4\mid n,\\ 4/\sin(\pi/n), & n\equiv 2 \pmod 4,\\ 2/\sin(\pi/(2n)), & n \text{ odd.}\end{cases}$$

The step from this number to a molecule is the filling of the levels with electrons. For even $n$ and $n$ electrons, the ground-state π energy is $E\beta$. For odd $n$ this fails: the triangle has levels $2,-1,-1$ and $E=4$, but three electrons give only $3\beta$. Within this non-interacting, equal-bond model, the two formulas for even $n$ supply reference values for the π energy in tight-binding calculations on rings with one electron per site.

## From waves to a telescoping sum

Number the sites $0,\dots,n-1$ and let $w^n=1$. The vector $v$ with amplitudes $v_j=w^j$ fits around the ring, and each site $i$ has two distinct neighbours, so

$$(Av)_i=w^{i+1}+w^{i-1}=(w+w^{-1})\,w^i .$$

The normalised amplitudes are $w^j/\sqrt n$. Put $z=e^{2\pi i/n}$, where this $i$ is the imaginary unit. The choices $w=z^k$, $k=0,\dots,n-1$, give the levels $z^k+z^{-k}=2\cos(2\pi k/n)$. The numbers $z^k$ are distinct, so the matrix $F$ with these waves as columns is an invertible Vandermonde matrix. With $D$ the diagonal matrix of levels, $AF=FD$, hence $A=FDF^{-1}$. The characteristic polynomial of $A$ is therefore that of $D$, and

$$E=\sum_{k=0}^{n-1}|2\cos(2kt)|,\qquad t=\pi/n .$$

Let $q=\lfloor n/4\rfloor$ and $r=n-q$. The cosine is nonnegative for $0\le k\le q$, nonpositive for $q+1\le k<r$, and nonnegative for $r\le k<n$; the last block is empty when $n=3$. Because

$$2\sin t\cos(2kt)=\sin((2k+1)t)-\sin((2k-1)t),$$

the sum of the left side over $a\le k<b$ is $\sin((2b-1)t)-\sin((2a-1)t)$. Write $s=\sin((2q+1)t)$. Since $nt=\pi$, the three blocks give

- first block: $s+\sin t$,
- middle block: $-s-s=-2s$,
- last block: $-\sin t+s$.

Reversing the sign of the middle block yields $E\sin t=4s$, so

$$E=\frac{4\sin((2q+1)\pi/n)}{\sin(\pi/n)} .$$

The remainder of $n$ modulo 4 fixes the angle in the numerator:

- If $n=4q$, then $(2q+1)t=\pi/2+t$ and $s=\cos t$, so $E=4\cot t$.
- If $n=4q+2$, then $(2q+1)t=\pi/2$ and $s=1$, so $E=4/\sin t$.
- If $n=4q+1$ or $n=4q+3$, then $(2q+1)t=\pi/2\pm t/2$ and $s=\cos(t/2)$. With $\sin t=2\sin(t/2)\cos(t/2)$, this gives $E=2/\sin(t/2)$.

At the smallest size, $n=3$, the last formula gives $2/\sin(\pi/6)=4$, in agreement with $2+1+1$.

The bound $n\ge3$ cannot be relaxed to $n\ge2$. With two sites both neighbours coincide, the matrix has eigenvalues $\pm1$, and its energy is 2, whereas the formula would give $4/\sin(\pi/2)=4$.

## The matrix and its energy in Lean

```lean
import Mathlib

open Matrix
open scoped Real

namespace AnnuleneEnergy

noncomputable section
```

Sites are elements of `Fin n`, where addition wraps around, so `i + 1 = j ∨ j + 1 = i` says that $i$ and $j$ are neighbours on the ring. For $n=1$ this condition would make the single site its own neighbour, a case that the theorems exclude. The entries are complex because the waves are.

```lean
/-- For `n ≥ 3`, the Hückel matrix of a ring of `n` sites, with site energy 0 and coupling 1 between
neighbouring sites. -/
def ringMatrix (n : ℕ) [NeZero n] : Matrix (Fin n) (Fin n) ℂ :=
  Matrix.of fun i j => if i + 1 = j ∨ j + 1 = i then 1 else 0
```

The energy is defined for any complex square matrix through the roots of its characteristic polynomial. The cosine levels are thus derived from the matrix.

```lean
/-- The graph energy of a matrix: the sum of the absolute values of its eigenvalues, counted
with algebraic multiplicity. -/
def graphEnergy {n : ℕ} (A : Matrix (Fin n) (Fin n) ℂ) : ℝ :=
  (A.charpoly.roots.map fun z => ‖z‖).sum
```

The name `level` is at first only a label for a real number. Its index `k` numbers waves and does not order the energies.

```lean
/-- The number `2 cos(2πk/n)`, for `n ≠ 0`. -/
def level (n k : ℕ) : ℝ := 2 * Real.cos (2 * π * k / n)
```

## Waves diagonalise the ring

The first lemma spells out the wrap-around from the last site to site 0.

```lean
/-- In a ring of at least three sites, the site after `i` is `i + 1`, except that the last site
is followed by site 0. -/
lemma val_next {n : ℕ} [NeZero n] (hn : 3 ≤ n) (i : Fin n) :
    ((i + 1 : Fin n) : ℕ) = if (i : ℕ) + 1 = n then 0 else (i : ℕ) + 1 := by
  have h1 : ((1 : Fin n) : ℕ) = 1 := Nat.mod_eq_of_lt (show 1 < n by omega)
  have hi := i.isLt
  rw [Fin.val_add, h1]
  split_ifs with h
  · rw [h, Nat.mod_self]
  · exact Nat.mod_eq_of_lt (by omega)
```

In `ring_wave`, `hs` says that moving one site onward multiplies the amplitude by $w$, also across the closure. The step `hsplit` separates a matrix row into its two neighbour terms; the case in which both neighbours are the same site is excluded by $n\ge3$. The last line uses $w^{-1}w=1$.

```lean
/-- In a ring of `n ≥ 3` sites, a wave with amplitudes `w ^ j`, where `w ^ n = 1`, is an
eigenvector of the Hückel matrix with eigenvalue `w + w⁻¹`. -/
theorem ring_wave {n : ℕ} [NeZero n] (hn : 3 ≤ n) {w : ℂ} (hw : w ^ n = 1) :
    ringMatrix n *ᵥ (fun j => w ^ (j : ℕ)) = (w + w⁻¹) • fun j : Fin n => w ^ (j : ℕ) := by
  have hw0 : w ≠ 0 := by
    intro h
    rw [h, zero_pow (by omega)] at hw
    exact zero_ne_one hw
  have hs : ∀ j : Fin n, w ^ ((j + 1 : Fin n) : ℕ) = w ^ (j : ℕ) * w := by
    intro j
    rw [val_next hn j]
    split_ifs with h
    · rw [← pow_succ, h, hw, pow_zero]
    · rw [pow_succ]
  ext i
  -- the two neighbours of a site are distinct, so the row has two separate entries
  have hsplit : ∀ j : Fin n, (if i + 1 = j ∨ j + 1 = i then (1 : ℂ) else 0) * w ^ (j : ℕ)
      = (if j = i + 1 then w ^ (j : ℕ) else 0) + (if j = i - 1 then w ^ (j : ℕ) else 0) := by
    intro j
    by_cases h1 : i + 1 = j <;> by_cases h2 : j + 1 = i
    · exfalso
      have a := congrArg Fin.val h1
      have b := congrArg Fin.val h2
      rw [val_next hn] at a b
      have := i.isLt
      have := j.isLt
      split_ifs at a b <;> omega
    · rw [if_pos (Or.inl h1), if_pos h1.symm, if_neg (fun h => h2 (eq_sub_iff_add_eq.1 h))]
      ring
    · rw [if_pos (Or.inr h2), if_neg (fun h => h1 h.symm), if_pos (eq_sub_iff_add_eq.2 h2)]
      ring
    · rw [if_neg (not_or.2 ⟨h1, h2⟩), if_neg (fun h => h1 h.symm),
        if_neg (fun h => h2 (eq_sub_iff_add_eq.1 h))]
      ring
  simp only [Matrix.mulVec, dotProduct, ringMatrix, Matrix.of_apply, Pi.smul_apply, smul_eq_mul,
    hsplit, Finset.sum_add_distrib, Finset.sum_ite_eq', Finset.mem_univ, if_true]
  have h2 := hs (i - 1)
  rw [sub_add_cancel] at h2
  rw [hs i, h2]
  have hinv : w⁻¹ * w = 1 := inv_mul_cancel₀ hw0
  linear_combination (-w ^ ((i - 1 : Fin n) : ℕ)) * hinv
```

Next, `hlev` identifies $z^k+z^{-k}$ with the cosine level, `hF` gives the invertibility of $F$, and `hFD` is $AF=FD$. Then `Matrix.charpoly_mul_comm` moves $F^{-1}$ to the front, where it cancels $F$.

```lean
/-- For `n ≥ 3` the characteristic polynomial of the ring factors over the levels
`2 cos(2πk/n)`, `k = 0, …, n - 1`. -/
theorem ring_charpoly {n : ℕ} [NeZero n] (hn : 3 ≤ n) :
    (ringMatrix n).charpoly
      = ∏ k : Fin n, (Polynomial.X - Polynomial.C ((level n k : ℝ) : ℂ)) := by
  set z : ℂ := Complex.exp (2 * π * Complex.I / n) with hz
  have hp : IsPrimitiveRoot z n := Complex.isPrimitiveRoot_exp n (by omega)
  have hlev : ∀ k : ℕ, z ^ k + (z ^ k)⁻¹ = ((level n k : ℝ) : ℂ) := by
    intro k
    rw [hz, ← Complex.exp_nat_mul, ← Complex.exp_neg]
    simp only [level]
    push_cast
    rw [Complex.cos]
    have e1 : (k : ℂ) * (2 * π * Complex.I / n) = 2 * π * k / n * Complex.I := by ring
    have e2 : -((k : ℂ) * (2 * π * Complex.I / n)) = -(2 * π * k / n) * Complex.I := by ring
    rw [e2, e1]
    ring
  -- the waves are the columns of an invertible Vandermonde matrix
  let F : Matrix (Fin n) (Fin n) ℂ := (Matrix.vandermonde fun k : Fin n => z ^ (k : ℕ))ᵀ
  let D : Matrix (Fin n) (Fin n) ℂ := Matrix.diagonal fun k => ((level n k : ℝ) : ℂ)
  have hF : IsUnit F.det := by
    rw [isUnit_iff_ne_zero, Matrix.det_transpose, Matrix.det_vandermonde_ne_zero_iff]
    intro a b hab
    exact Fin.ext (hp.pow_inj a.isLt b.isLt hab)
  have hFD : ringMatrix n * F = F * D := by
    ext i k
    have hw : (z ^ (k : ℕ)) ^ n = 1 := by rw [← pow_mul, mul_comm, pow_mul, hp.pow_eq_one, one_pow]
    have h := congrFun (ring_wave hn hw) i
    rw [hlev] at h
    rw [Matrix.mul_diagonal, mul_comm]
    exact h
  have hA : ringMatrix n = F * D * F⁻¹ := by
    rw [← hFD, Matrix.mul_assoc, Matrix.mul_nonsing_inv F hF, Matrix.mul_one]
  have hD : D.charmatrix = Matrix.diagonal
      fun k : Fin n => Polynomial.X - Polynomial.C ((level n k : ℝ) : ℂ) := by
    ext1 i j
    by_cases h : i = j
    · subst h
      simp [D, Matrix.charmatrix_apply_eq]
    · simp [D, h]
  rw [hA, Matrix.charpoly_mul_comm, ← Matrix.mul_assoc, Matrix.nonsing_inv_mul F hF,
    Matrix.one_mul, Matrix.charpoly, hD, Matrix.det_diagonal]
```

Reading off the roots with their multiplicities turns the energy into the sum of absolute values.

```lean
/-- For `n ≥ 3` the graph energy of the ring is the sum of `|2 cos(2πk/n)|` over
`k = 0, …, n - 1`. -/
theorem energy_eq_sum {n : ℕ} [NeZero n] (hn : 3 ≤ n) :
    graphEnergy (ringMatrix n) = ∑ k ∈ Finset.range n, |level n k| := by
  have h : ∏ k : Fin n, (Polynomial.X - Polynomial.C ((level n k : ℝ) : ℂ))
      = (((Finset.univ : Finset (Fin n)).val.map fun k : Fin n => ((level n k : ℝ) : ℂ)).map
          fun a => Polynomial.X - Polynomial.C a).prod := by
    rw [Multiset.map_map]
    rfl
  rw [graphEnergy, ring_charpoly hn, h, Polynomial.roots_multiset_prod_X_sub_C,
    Multiset.map_map, Finset.sum_range]
  change ∑ k : Fin n, ‖((level n k : ℝ) : ℂ)‖ = _
  simp only [Complex.norm_real, Real.norm_eq_abs]
```

## Three blocks of constant sign

The telescoping identity is proved by induction on the upper end `b`. The interval `Finset.Ico a b` contains `a` but not `b`.

```lean
/-- A sum of cosines with angular spacing `2t` telescopes after multiplication by `2 sin t`. -/
lemma cos_sum (t : ℝ) {a b : ℕ} (hab : a ≤ b) :
    2 * Real.sin t * ∑ k ∈ Finset.Ico a b, Real.cos (k * (2 * t))
      = Real.sin ((2 * b - 1) * t) - Real.sin ((2 * a - 1) * t) := by
  induction b, hab using Nat.le_induction with
  | base => simp
  | succ b hb ih =>
    have e1 : (2 * ((b + 1 : ℕ) : ℝ) - 1) * t = b * (2 * t) + t := by push_cast; ring
    have e2 : (2 * (b : ℝ) - 1) * t = b * (2 * t) - t := by ring
    rw [e2, Real.sin_sub] at ih
    rw [Finset.sum_Ico_succ_top hb, mul_add, ih, e1, Real.sin_add]
    ring
```

In the next theorem `n / 4` is integer division, which is $q$. The identities `A`, `B` and `C` are the telescoped blocks, and `pA`, `pB` and `pC` remove the absolute values. The final `linear_combination A - B + C` is the addition that gave $4s$.

```lean
/-- For `n ≥ 3` the graph energy of the ring is `4 sin((2q + 1)π/n) / sin(π/n)`, where `q` is
the integer part of `n/4`. -/
theorem ring_energy_sin {n : ℕ} [NeZero n] (hn : 3 ≤ n) :
    graphEnergy (ringMatrix n)
      = 4 * Real.sin ((2 * ((n / 4 : ℕ) : ℝ) + 1) * (π / n)) / Real.sin (π / n) := by
  have hn' : (3 : ℝ) ≤ n := by exact_mod_cast hn
  have hn0 : (0 : ℝ) < n := by linarith
  have hl : ∀ k : ℕ, level n k = 2 * Real.cos (k * (2 * (π / n))) := by
    intro k
    rw [level]
    congr 2
    ring
  rw [energy_eq_sum hn]
  simp only [hl]
  have hnt : (n : ℝ) * (π / n) = π := by field_simp
  have ht : 0 < π / (n : ℝ) := by positivity
  obtain ⟨q, hq⟩ : ∃ q, q = n / 4 := ⟨_, rfl⟩
  obtain ⟨r, hr⟩ : ∃ r, r + q = n := ⟨n - q, by omega⟩
  have hr' : (r : ℝ) = n - q := by
    rw [← hr]
    push_cast
    ring
  rw [← hq]
  clear hl
  generalize π / (n : ℝ) = t at hnt ht ⊢
  have hs : 0 < Real.sin t := Real.sin_pos_of_pos_of_lt_pi ht (by nlinarith)
  have hqr : q + 1 ≤ r := by omega
  have hrn : r ≤ n := by omega
  have A := cos_sum t (Nat.zero_le (q + 1))
  have B := cos_sum t hqr
  have C := cos_sum t hrn
  have e1 : (2 * (r : ℝ) - 1) * t = 2 * π - (2 * q + 1) * t := by
    rw [hr']
    linear_combination 2 * hnt
  have e2 : (2 * (n : ℝ) - 1) * t = 2 * π - t := by linear_combination 2 * hnt
  have e3 : (2 * ((q + 1 : ℕ) : ℝ) - 1) * t = (2 * q + 1) * t := by push_cast; ring
  have e4 : (2 * ((0 : ℕ) : ℝ) - 1) * t = -t := by push_cast; ring
  rw [e3, e4, Real.sin_neg] at A
  rw [e1, e3, Real.sin_two_pi_sub] at B
  rw [e2, e1, Real.sin_two_pi_sub, Real.sin_two_pi_sub] at C
  have hle : ∀ a b : ℕ, a ≤ b → (a : ℝ) * t ≤ b * t := fun a b h =>
    mul_le_mul_of_nonneg_right (Nat.cast_le.2 h) ht.le
  -- the cosine is nonnegative in the first and last quarter turn, nonpositive in between
  have pA : ∑ k ∈ Finset.Ico 0 (q + 1), |2 * Real.cos (k * (2 * t))|
      = 2 * ∑ k ∈ Finset.Ico 0 (q + 1), Real.cos (k * (2 * t)) := by
    rw [Finset.mul_sum]
    refine Finset.sum_congr rfl fun k hk => abs_of_nonneg ?_
    have hk' := Finset.mem_Ico.1 hk
    have h := hle (4 * k) n (by omega)
    push_cast at h
    have h0 : 0 ≤ (k : ℝ) * t := by positivity
    have := Real.cos_nonneg_of_neg_pi_div_two_le_of_le
      (x := k * (2 * t)) (by linarith [Real.pi_pos]) (by linarith)
    linarith
  have pB : ∑ k ∈ Finset.Ico (q + 1) r, |2 * Real.cos (k * (2 * t))|
      = -2 * ∑ k ∈ Finset.Ico (q + 1) r, Real.cos (k * (2 * t)) := by
    rw [Finset.mul_sum]
    refine Finset.sum_congr rfl fun k hk => ?_
    have hk' := Finset.mem_Ico.1 hk
    have h := hle n (4 * k) (by omega)
    have h' := hle (4 * k) (3 * n) (by omega)
    push_cast at h h'
    have := Real.cos_nonpos_of_pi_div_two_le_of_le
      (x := k * (2 * t)) (by linarith) (by linarith)
    rw [abs_of_nonpos (by linarith)]
    ring
  have pC : ∑ k ∈ Finset.Ico r n, |2 * Real.cos (k * (2 * t))|
      = 2 * ∑ k ∈ Finset.Ico r n, Real.cos (k * (2 * t)) := by
    rw [Finset.mul_sum]
    refine Finset.sum_congr rfl fun k hk => abs_of_nonneg ?_
    have hk' := Finset.mem_Ico.1 hk
    have h := hle (3 * n) (4 * k) (by omega)
    have h' := hle k n (by omega)
    push_cast at h
    have := Real.cos_nonneg_of_neg_pi_div_two_le_of_le
      (x := k * (2 * t) - 2 * π) (by linarith) (by linarith [Real.pi_pos])
    rw [Real.cos_sub_two_pi] at this
    linarith
  rw [Finset.range_eq_Ico, ← Finset.sum_Ico_consecutive _ (Nat.zero_le r) hrn,
    ← Finset.sum_Ico_consecutive _ (Nat.zero_le (q + 1)) hqr, pA, pB, pC, eq_div_iff hs.ne']
  linear_combination A - B + C
```

## The closed forms and ring doubling

The main theorem is a conjunction of three implications, one for each class of $n$. Here `u` stands for $\pi/n$, and each equation `a` rewrites the angle $(2q+1)u$ as in the derivation by hand.

```lean
/-- The graph energy of a ring of `n ≥ 3` sites is `4 cot(π/n)` if 4 divides `n`, `4 / sin(π/n)`
if `n` leaves remainder 2 modulo 4, and `2 / sin(π/(2n))` if `n` is odd. -/
theorem annulene_energy {n : ℕ} [NeZero n] (hn : 3 ≤ n) :
    (4 ∣ n → graphEnergy (ringMatrix n) = 4 * Real.cot (π / n)) ∧
    (n % 4 = 2 → graphEnergy (ringMatrix n) = 4 / Real.sin (π / n)) ∧
    (Odd n → graphEnergy (ringMatrix n) = 2 / Real.sin (π / (2 * n))) := by
  have hn' : (3 : ℝ) ≤ n := by exact_mod_cast hn
  have hn0 : (0 : ℝ) < n := by linarith
  have e : π / (2 * (n : ℝ)) = π / n / 2 := by ring
  have hnu : (n : ℝ) * (π / n) = π := by field_simp
  have hu : 0 < π / (n : ℝ) := by positivity
  obtain ⟨q, hq⟩ : ∃ q, q = n / 4 := ⟨_, rfl⟩
  rw [ring_energy_sin hn, e, ← hq]
  clear e
  generalize π / (n : ℝ) = u at hnu hu ⊢
  refine ⟨fun h => ?_, fun h => ?_, fun h => ?_⟩
  · have hc : (n : ℝ) = 4 * q := by exact_mod_cast (show n = 4 * q by omega)
    have a : (2 * (q : ℝ) + 1) * u = u + π / 2 := by
      linear_combination (1 / 2) * hnu - (u / 2) * hc
    rw [a, Real.sin_add_pi_div_two, Real.cot_eq_cos_div_sin]
    ring
  · have hc : (n : ℝ) = 4 * q + 2 := by exact_mod_cast (show n = 4 * q + 2 by omega)
    have a : (2 * (q : ℝ) + 1) * u = π / 2 := by
      linear_combination (1 / 2) * hnu - (u / 2) * hc
    rw [a, Real.sin_pi_div_two, mul_one]
  · -- both odd remainders give the cosine of half the angle
    have hS : Real.sin ((2 * (q : ℝ) + 1) * u) = Real.cos (u / 2) := by
      obtain ⟨p, hp⟩ := h
      rcases (show n = 4 * q + 1 ∨ n = 4 * q + 3 by omega) with h1 | h3
      · have hc : (n : ℝ) = 4 * q + 1 := by exact_mod_cast h1
        have a : (2 * (q : ℝ) + 1) * u = u / 2 + π / 2 := by
          linear_combination (1 / 2) * hnu - (u / 2) * hc
        rw [a, Real.sin_add_pi_div_two]
      · have hc : (n : ℝ) = 4 * q + 3 := by exact_mod_cast h3
        have a : (2 * (q : ℝ) + 1) * u = π / 2 - u / 2 := by
          linear_combination (1 / 2) * hnu - (u / 2) * hc
        rw [a, Real.sin_pi_div_two_sub]
    have hlt : u < π := by nlinarith
    have hs : 0 < Real.sin (u / 2) :=
      Real.sin_pos_of_pos_of_lt_pi (by linarith) (by linarith)
    have hc : 0 < Real.cos (u / 2) :=
      Real.cos_pos_of_mem_Ioo ⟨by linarith, by linarith⟩
    have hd : Real.sin u = 2 * Real.sin (u / 2) * Real.cos (u / 2) := by
      rw [← Real.sin_two_mul]
      congr 1
      ring
    rw [hS, hd, div_eq_div_iff (by positivity) hs.ne']
    ring
```

If $n\ge3$ is odd, $2n$ leaves remainder 2 modulo 4. The ring of $2n$ sites then has graph energy $4/\sin(\pi/(2n))$, exactly twice that of the ring of $n$ sites. The π energies do not double in this way: with one electron per site, three sites give $3\beta$ and six sites give $8\beta$.

```lean
/-- For odd `n ≥ 3`, the ring of `2n` sites has exactly twice the graph energy of the ring of
`n` sites. -/
theorem energy_double_odd {n : ℕ} [NeZero n] [NeZero (2 * n)] (hn : 3 ≤ n) (ho : Odd n) :
    graphEnergy (ringMatrix (2 * n)) = 2 * graphEnergy (ringMatrix n) := by
  have h4 : (2 * n) % 4 = 2 := by
    obtain ⟨p, hp⟩ := ho
    omega
  rw [(annulene_energy (n := 2 * n) (by omega)).2.1 h4, (annulene_energy hn).2.2 ho]
  push_cast
  ring

end

end AnnuleneEnergy
```

```lean
#print axioms AnnuleneEnergy.energy_double_odd
```

```
'AnnuleneEnergy.energy_double_odd' depends on axioms: [propext, Classical.choice, Quot.sound]
```
